# Extrapolating the mixed estimator leaves a cubic spurious dipole when the trial is an even exact state plus an odd admixture

Take two states, an even one $\phi=(1,0)$ and an odd one $\chi=(0,1)$. Parity $P$ flips the sign of the second amplitude, and the dipole $A$ exchanges the two amplitudes. The exact state $\phi$ has no dipole, because $A\phi=\chi$ is orthogonal to it. Now let the trial be $\psi=(1,\varepsilon)$, so that $A\psi=(\varepsilon,1)$. The mixed estimate is $\langle\phi,A\psi\rangle/\langle\phi,\psi\rangle=\varepsilon$, and the variational estimate is $\langle\psi,A\psi\rangle/\langle\psi,\psi\rangle=2\varepsilon/(1+\varepsilon^2)$. Twice the first minus the second is

$$2\varepsilon-\frac{2\varepsilon}{1+\varepsilon^2}=\frac{2\varepsilon^3}{1+\varepsilon^2}.$$

At $\varepsilon=0.1$ the three estimates are $0.1$, about $0.198$ and about $0.002$. The linear terms cancel, but the spurious dipole does not vanish.

## The identity for a real odd observable

Let $P$ and $A$ be symmetric operators on a real inner-product space, with $P^2=1$ and $PAP=-A$. Let $\phi$ and $\chi$ be unit vectors with $P\phi=\phi$ and $P\chi=-\chi$, and put $d=\langle\phi,A\chi\rangle$, the transition dipole. For the trial $\phi+\varepsilon\chi$:

| Estimate | Value |
|---|---|
| pure, $\langle\phi,A\phi\rangle$ | $0$ |
| mixed | $\varepsilon d$ |
| variational | $2\varepsilon d/(1+\varepsilon^2)$ |
| extrapolated, twice mixed minus variational | $2d\varepsilon^3/(1+\varepsilon^2)$ |

The trial is not normalised. Its odd part carries the weight $w=\varepsilon^2/(1+\varepsilon^2)$, and the extrapolated value is $2w$ times the mixed one.

## Dipoles from diffusion Monte Carlo with a symmetry-broken trial

Importance-sampled diffusion Monte Carlo samples the product of the projected state and the trial, so the average of a dipole over walkers is a mixed estimate. Extrapolation combines it with a variational run to reduce the bias from the trial. If the orbitals or the Jastrow factor break inversion symmetry, a molecule with an inversion centre can then show a dipole that it does not have. In the model of a fixed even projected state that is also the even part of the trial, the identity gives the size of this artefact, and the two-level numbers above can serve as a test of an estimator routine.

## Parity selection and the cancellation of the linear terms

**Selection rule.** Suppose $Pg=sg$ and $Pu=su$. Moving one $P$ across the inner product gives $\langle Pg,APu\rangle=\langle g,PAPu\rangle=-\langle g,Au\rangle$. The left side is also $s^2\langle g,Au\rangle$. Hence $(1+s^2)\langle g,Au\rangle=0$, and the matrix element vanishes.

**Orthogonality.** If $g$ is even and $u$ odd, then $\langle g,u\rangle=\langle Pg,u\rangle=\langle g,Pu\rangle=-\langle g,u\rangle$, so $\langle g,u\rangle=0$.

**A general trial.** Let $\psi=g+\varepsilon u$ with $g$ even and $u$ odd. The terms $\langle g,Ag\rangle$ and $\langle u,Au\rangle$ vanish by the selection rule, and $\langle u,Ag\rangle=\langle g,Au\rangle$ by symmetry of $A$. Therefore

$$\langle\psi,A\psi\rangle=2\varepsilon\langle g,Au\rangle,\qquad \langle\psi,\psi\rangle=\langle g,g\rangle+\varepsilon^2\langle u,u\rangle.$$

Scale the trial so that $\langle\phi,g\rangle=1$. Since $\langle\phi,u\rangle=0$ and $\langle\phi,Ag\rangle=0$, the mixed estimate is $\varepsilon\langle\phi,Au\rangle$. The extrapolated estimate is

$$X(\varepsilon)=2\varepsilon\left(\langle\phi,Au\rangle-\frac{\langle g,Au\rangle}{\langle g,g\rangle+\varepsilon^2\langle u,u\rangle}\right).$$

**Exact even part.** With $g=\phi$ and $u=\chi$ the bracket is $d-d/(1+\varepsilon^2)=d\varepsilon^2/(1+\varepsilon^2)$, which gives the cubic law.

**Inexact even part.** The product rule at $\varepsilon=0$ gives

$$X'(0)=2\left(\langle\phi,Au\rangle-\frac{\langle g,Au\rangle}{\langle g,g\rangle}\right).$$

Here $\langle g,g\rangle\neq0$ because $\langle\phi,g\rangle=1$. For a unit $\phi$, this slope is zero when $g=\phi$, but in general it is not, and the spurious dipole is then linear in $\varepsilon$.

**Comparison with the mixed estimate.** For the trial $\phi+\varepsilon\chi$ with $d\neq0$ and $\varepsilon\neq0$, extrapolation gives the smaller magnitude exactly when $2\varepsilon^2/(1+\varepsilon^2)<1$, that is, when $|\varepsilon|<1$. The odd part then has less than half the weight of the trial.

**Mirror trials.** For even $\phi$ and any $\psi$ with $\langle\phi,\psi\rangle\neq0$, replacing $\psi$ by $P\psi$ changes the sign of both numerators, since $\langle\phi,AP\psi\rangle=\langle\phi,PAP\psi\rangle=-\langle\phi,A\psi\rangle$ and $\langle P\psi,AP\psi\rangle=-\langle\psi,A\psi\rangle$. The denominators stay the same, since $\langle\phi,P\psi\rangle=\langle\phi,\psi\rangle$ and $\langle P\psi,P\psi\rangle=\langle\psi,P^2\psi\rangle=\langle\psi,\psi\rangle$. The extrapolated estimate changes sign, so its average over the two trials is zero.

## The Lean file

```lean
import Mathlib

open scoped InnerProductSpace

namespace SymmetryBrokenTrial

noncomputable section

variable {E : Type*} [NormedAddCommGroup E] [InnerProductSpace ℝ E]

/-- A symmetric observable `A`, such as a dipole component, that changes sign under a parity
operator `P`, where `P` is a symmetric involution. -/
structure OddObservable (P A : E →ₗ[ℝ] E) : Prop where
  parity_symm : P.IsSymmetric
  parity_sq : ∀ x, P (P x) = x
  symm : A.IsSymmetric
  odd : ∀ x, P (A (P x)) = -A x

/-- The mixed estimate of `A` from the state `φ` and the trial `ψ`, for nonzero overlap
`⟪φ, ψ⟫`. -/
def mixed (A : E →ₗ[ℝ] E) (φ ψ : E) : ℝ := ⟪φ, A ψ⟫_ℝ / ⟪φ, ψ⟫_ℝ

/-- The variational estimate of `A` in a nonzero trial `ψ`. -/
def variational (A : E →ₗ[ℝ] E) (ψ : E) : ℝ := ⟪ψ, A ψ⟫_ℝ / ⟪ψ, ψ⟫_ℝ

/-- The extrapolated estimate, twice mixed minus variational, for nonzero overlap `⟪φ, ψ⟫`. -/
def extrapolated (A : E →ₗ[ℝ] E) (φ ψ : E) : ℝ := 2 * mixed A φ ψ - variational A ψ

variable {P A : E →ₗ[ℝ] E} {φ χ g u : E}

/-- Selection rule: an odd observable has no matrix element between two states with the same
parity eigenvalue `s`. -/
theorem selection_rule (h : OddObservable P A) {s : ℝ} (hg : P g = s • g)
    (hu : P u = s • u) : ⟪g, A u⟫_ℝ = 0 := by
  -- move one parity operator across the inner product
  have h1 : ⟪P g, A (P u)⟫_ℝ = -⟪g, A u⟫_ℝ := by
    rw [h.parity_symm g (A (P u)), h.odd, inner_neg_right]
  rw [hg, hu, map_smul, real_inner_smul_left, real_inner_smul_right] at h1
  have h2 : (1 + s ^ 2) * ⟪g, A u⟫_ℝ = 0 := by linear_combination h1
  exact (mul_eq_zero.mp h2).resolve_left (by positivity)

/-- An even state and an odd state are orthogonal. -/
theorem even_odd_orthogonal (h : OddObservable P A) (hg : P g = g) (hu : P u = -u) :
    ⟪g, u⟫_ℝ = 0 := by
  have h1 := h.parity_symm g u
  rw [hg, hu, inner_neg_right] at h1
  linarith

/-- In a trial with even part `g` and odd part `ε u`, the unnormalised expectation of an odd
observable is the interference term alone, and the squared norms of the two parts add. -/
theorem trial_moments (h : OddObservable P A) (hg : P g = g) (hu : P u = -u) (ε : ℝ) :
    ⟪g + ε • u, A (g + ε • u)⟫_ℝ = 2 * ε * ⟪g, A u⟫_ℝ ∧
      ⟪g + ε • u, g + ε • u⟫_ℝ = ⟪g, g⟫_ℝ + ε ^ 2 * ⟪u, u⟫_ℝ := by
  have hg' : P g = (1 : ℝ) • g := by rw [one_smul, hg]
  have hu' : P u = (-1 : ℝ) • u := by rw [neg_smul, one_smul, hu]
  have hgg := selection_rule h hg' hg'
  have huu := selection_rule h hu' hu'
  have hug : ⟪u, A g⟫_ℝ = ⟪g, A u⟫_ℝ := by
    rw [← h.symm u g]
    exact real_inner_comm _ _
  have h0 := even_odd_orthogonal h hg hu
  have h0' : ⟪u, g⟫_ℝ = 0 := by
    rw [real_inner_comm]
    exact h0
  constructor
  · simp only [map_add, map_smul, inner_add_left, inner_add_right, real_inner_smul_left,
      real_inner_smul_right, hgg, huu, hug]
    ring
  · simp only [inner_add_left, inner_add_right, real_inner_smul_left,
      real_inner_smul_right, h0, h0']
    ring

/-- For an even state `φ` and a trial `g + ε u` with `g` even, `u` odd and `⟪φ, g⟫ = 1`, the
mixed estimate of an odd observable is linear in `ε`. -/
theorem mixed_eq (h : OddObservable P A) (hφ : P φ = φ) (hg : P g = g) (hu : P u = -u)
    (hn : ⟪φ, g⟫_ℝ = 1) (ε : ℝ) : mixed A φ (g + ε • u) = ε * ⟪φ, A u⟫_ℝ := by
  have h1 : ⟪φ, A g⟫_ℝ = 0 :=
    selection_rule h (s := 1) (by rw [one_smul, hφ]) (by rw [one_smul, hg])
  have h2 := even_odd_orthogonal h hφ hu
  simp only [mixed, map_add, map_smul, inner_add_right, real_inner_smul_right, h1, h2, hn]
  simp

/-- The extrapolated estimate of an odd observable for an even state `φ` and a trial `g + ε u`
with `g` even, `u` odd and `⟪φ, g⟫ = 1`. -/
theorem extrapolated_eq (h : OddObservable P A) (hφ : P φ = φ) (hg : P g = g)
    (hu : P u = -u) (hn : ⟪φ, g⟫_ℝ = 1) (ε : ℝ) :
    extrapolated A φ (g + ε • u) =
      2 * ε * (⟪φ, A u⟫_ℝ - ⟪g, A u⟫_ℝ / (⟪g, g⟫_ℝ + ε ^ 2 * ⟪u, u⟫_ℝ)) := by
  rw [extrapolated, variational, mixed_eq h hφ hg hu hn, (trial_moments h hg hu ε).1,
    (trial_moments h hg hu ε).2]
  ring

/-- The first-order response of the extrapolated estimate to an odd admixture `ε u`, for an even
state `φ` and an even part `g` of the trial with `⟪φ, g⟫ = 1`. -/
theorem extrapolated_hasDerivAt (h : OddObservable P A) (hφ : P φ = φ) (hg : P g = g)
    (hu : P u = -u) (hn : ⟪φ, g⟫_ℝ = 1) :
    HasDerivAt (fun ε : ℝ => extrapolated A φ (g + ε • u))
      (2 * (⟪φ, A u⟫_ℝ - ⟪g, A u⟫_ℝ / ⟪g, g⟫_ℝ)) 0 := by
  have hc : ⟪g, g⟫_ℝ ≠ 0 := by
    intro h0
    have hg0 : g = 0 := inner_self_eq_zero.mp h0
    rw [hg0, inner_zero_right] at hn
    exact zero_ne_one hn
  -- the norm of the trial has no linear term
  have hden : HasDerivAt (fun ε : ℝ => ⟪g, g⟫_ℝ + ε ^ 2 * ⟪u, u⟫_ℝ) 0 0 := by
    have h1 := ((hasDerivAt_pow 2 (0 : ℝ)).mul_const ⟪u, u⟫_ℝ).const_add ⟪g, g⟫_ℝ
    exact h1.congr_deriv (by simp)
  have hquot := (hasDerivAt_const (0 : ℝ) ⟪g, A u⟫_ℝ).fun_div hden (by simpa using hc)
  have hfull := ((hasDerivAt_id' (0 : ℝ)).const_mul 2).fun_mul
    (hquot.const_sub ⟪φ, A u⟫_ℝ)
  have hfun := funext fun ε : ℝ => extrapolated_eq h hφ hg hu hn ε
  rw [hfun]
  exact hfull.congr_deriv (by simp)

/-- For an even unit state `φ` and an odd unit state `χ`, the pure value of an odd observable is
zero, while the trial `φ + ε χ` gives the mixed estimate `ε d`, the variational estimate
`2 ε d / (1 + ε²)` and the extrapolated estimate `2 d ε³ / (1 + ε²)`, where `d = ⟪φ, A χ⟫`. -/
theorem spurious_dipole (h : OddObservable P A) (hφ : P φ = φ) (hχ : P χ = -χ)
    (nφ : ‖φ‖ = 1) (nχ : ‖χ‖ = 1) (ε : ℝ) :
    ⟪φ, A φ⟫_ℝ = 0 ∧
      mixed A φ (φ + ε • χ) = ε * ⟪φ, A χ⟫_ℝ ∧
      variational A (φ + ε • χ) = 2 * ε * ⟪φ, A χ⟫_ℝ / (1 + ε ^ 2) ∧
      extrapolated A φ (φ + ε • χ) = 2 * ⟪φ, A χ⟫_ℝ * ε ^ 3 / (1 + ε ^ 2) := by
  have h1 : ⟪φ, φ⟫_ℝ = 1 := by rw [real_inner_self_eq_norm_sq, nφ, one_pow]
  have h2 : ⟪χ, χ⟫_ℝ = 1 := by rw [real_inner_self_eq_norm_sq, nχ, one_pow]
  have hφ' : P φ = (1 : ℝ) • φ := by rw [one_smul, hφ]
  refine ⟨selection_rule h hφ' hφ', mixed_eq h hφ hφ hχ h1 ε, ?_, ?_⟩
  · rw [variational, (trial_moments h hφ hχ ε).1, (trial_moments h hφ hχ ε).2, h1, h2,
      mul_one]
  · have hpos : 1 + ε ^ 2 ≠ 0 := by positivity
    have hq := div_mul_cancel₀ ⟪φ, A χ⟫_ℝ hpos
    -- the linear terms of the two estimates cancel
    rw [extrapolated_eq h hφ hφ hχ h1, h1, h2, mul_one, eq_div_iff hpos]
    linear_combination (-2 * ε) * hq

/-- For an odd observable `A`, an even unit state `φ`, an odd unit state `χ`, `⟪φ, A χ⟫ ≠ 0` and
`ε ≠ 0`, the extrapolated estimate with the trial `φ + ε χ` is smaller in absolute value than the
mixed estimate exactly when `|ε| < 1`. -/
theorem extrapolation_helps_iff (h : OddObservable P A) (hφ : P φ = φ) (hχ : P χ = -χ)
    (nφ : ‖φ‖ = 1) (nχ : ‖χ‖ = 1) (hd : ⟪φ, A χ⟫_ℝ ≠ 0) {ε : ℝ} (hε : ε ≠ 0) :
    |extrapolated A φ (φ + ε • χ)| < |mixed A φ (φ + ε • χ)| ↔ |ε| < 1 := by
  obtain ⟨-, hM, -, hX⟩ := spurious_dipole h hφ hχ nφ nχ ε
  have hpos : 0 < |ε * ⟪φ, A χ⟫_ℝ| := abs_pos.mpr (mul_ne_zero hε hd)
  have hr : 0 ≤ 2 * ε ^ 2 / (1 + ε ^ 2) := by positivity
  -- the extrapolated value is the mixed one times 2 ε² / (1 + ε²)
  have hfac : 2 * ⟪φ, A χ⟫_ℝ * ε ^ 3 / (1 + ε ^ 2) =
      (ε * ⟪φ, A χ⟫_ℝ) * (2 * ε ^ 2 / (1 + ε ^ 2)) := by ring
  have key : |ε * ⟪φ, A χ⟫_ℝ| * (2 * ε ^ 2 / (1 + ε ^ 2)) < |ε * ⟪φ, A χ⟫_ℝ| ↔
      2 * ε ^ 2 / (1 + ε ^ 2) < 1 := by
    constructor
    · intro h1
      by_contra hc
      have hc' := le_of_not_gt hc
      nlinarith
    · intro h1
      nlinarith
  rw [hM, hX, hfac, abs_mul, abs_of_nonneg hr, key, div_lt_one (by positivity),
    ← sq_lt_one_iff_abs_lt_one]
  constructor <;> intro h1 <;> linarith

/-- For an even state `φ`, replacing the trial by its mirror image reverses the sign of the
extrapolated estimate of an odd observable. -/
theorem extrapolated_mirror (h : OddObservable P A) (hφ : P φ = φ) (ψ : E) :
    extrapolated A φ (P ψ) = -extrapolated A φ ψ := by
  have h1 := h.parity_symm φ (A (P ψ))
  rw [hφ, h.odd, inner_neg_right] at h1
  have h2 := h.parity_symm φ ψ
  rw [hφ] at h2
  have h3 : ⟪P ψ, A (P ψ)⟫_ℝ = -⟪ψ, A ψ⟫_ℝ := by
    rw [h.parity_symm ψ (A (P ψ)), h.odd, inner_neg_right]
  have h4 : ⟪P ψ, P ψ⟫_ℝ = ⟪ψ, ψ⟫_ℝ := by
    rw [h.parity_symm ψ (P ψ), h.parity_sq]
  rw [extrapolated, extrapolated, mixed, mixed, variational, variational, h1, ← h2, h3, h4]
  ring

/-- Parity in a two-level system: the second amplitude changes sign. -/
def reflection : EuclideanSpace ℝ (Fin 2) →ₗ[ℝ] EuclideanSpace ℝ (Fin 2) where
  toFun x := !₂[x 0, -x 1]
  map_add' x y := by ext i; fin_cases i <;> simp [add_comm]
  map_smul' c x := by ext i; fin_cases i <;> simp

/-- A transition dipole in a two-level system: the two amplitudes are exchanged. -/
def dipole : EuclideanSpace ℝ (Fin 2) →ₗ[ℝ] EuclideanSpace ℝ (Fin 2) where
  toFun x := !₂[x 1, x 0]
  map_add' x y := by ext i; fin_cases i <;> simp
  map_smul' c x := by ext i; fin_cases i <;> simp

/-- The two-level dipole is odd under the two-level parity, and the two basis states are even and
odd unit states with transition dipole one. -/
theorem oddObservable_witness :
    OddObservable reflection dipole ∧
      reflection !₂[1, 0] = !₂[1, 0] ∧ reflection !₂[0, 1] = -!₂[0, 1] ∧
      ‖!₂[(1 : ℝ), 0]‖ = 1 ∧ ‖!₂[(0 : ℝ), 1]‖ = 1 ∧
      ⟪!₂[(1 : ℝ), 0], dipole !₂[0, 1]⟫_ℝ = 1 := by
  refine ⟨⟨?_, ?_, ?_, ?_⟩, ?_, ?_, ?_, ?_, ?_⟩
  · intro x y
    simp [reflection, PiLp.inner_apply, Fin.sum_univ_two]
  · intro x
    ext i
    fin_cases i <;> simp [reflection]
  · intro x y
    simp [dipole, PiLp.inner_apply, Fin.sum_univ_two]
    ring
  · intro x
    ext i
    fin_cases i <;> simp [reflection, dipole]
  · ext i
    fin_cases i <;> simp [reflection]
  · ext i
    fin_cases i <;> simp [reflection]
  · simp [EuclideanSpace.norm_eq, Fin.sum_univ_two]
  · simp [EuclideanSpace.norm_eq, Fin.sum_univ_two]
  · rw [PiLp.inner_apply, Fin.sum_univ_two]
    simp [dipole]

end

end SymmetryBrokenTrial
```

```lean
#print axioms SymmetryBrokenTrial.extrapolated_hasDerivAt
#print axioms SymmetryBrokenTrial.extrapolation_helps_iff
#print axioms SymmetryBrokenTrial.extrapolated_mirror
```

```
'SymmetryBrokenTrial.extrapolated_hasDerivAt' depends on axioms: [propext, Classical.choice, Quot.sound]
'SymmetryBrokenTrial.extrapolation_helps_iff' depends on axioms: [propext, Classical.choice, Quot.sound]
'SymmetryBrokenTrial.extrapolated_mirror' depends on axioms: [propext, Classical.choice, Quot.sound]
```

## Operators, states and estimators in Lean

The space `E` is any real inner-product space, of finite or infinite dimension. `OddObservable P A` collects the four operator relations: both maps are symmetric, parity squares to the identity, and `A` changes sign under conjugation by `P`. For a component of the electronic dipole, the last relation holds when positions are measured from the inversion centre.

The definitions `mixed`, `variational` and `extrapolated` are the quotients used above. In `spurious_dipole`, the hypotheses `P φ = φ` and `P χ = -χ` fix the parities, and `nφ` and `nχ` fix the norms. Orthogonality of the two states is derived. The theorem holds for every real `ε`, and its four conjuncts are the rows of the table in order.

## From the selection rule to the cubic law in the proof

`selection_rule` proves in `h1` that the matrix element changes sign when parity acts on both states, substitutes the eigenvalue equations, and obtains the factor $1+s^2$, which `positivity` shows to be nonzero. `even_odd_orthogonal` is the one-line argument for orthogonality. `trial_moments` expands the two inner products by linearity and removes the terms that parity forbids.

`mixed_eq` and `extrapolated_eq` are the closed forms for a general even part, and `extrapolated_hasDerivAt` differentiates the second by the quotient and product rules. `spurious_dipole` sets $g=\phi$ and $u=\chi$; its final `linear_combination` cancels the linear terms after the denominator $1+\varepsilon^2$ has been cleared.

`extrapolation_helps_iff` factors the extrapolated value as the mixed value times $2\varepsilon^2/(1+\varepsilon^2)$ and compares that factor with one. `extrapolated_mirror` rewrites the two numerators and two denominators as in the mirror argument. `oddObservable_witness` checks that the two-level operators and basis states of the opening meet all the hypotheses, with $d=1$.

## Exact expectation values, fixed projected state

The theorems concern exact inner products. They contain no walkers, time step, population control or statistical noise, so a measured average over two mirror trials will still fluctuate about zero.

No Hamiltonian appears either: $\phi$ is any even state, and calling it the projected ground state is an interpretation. The assumption that it is even matters in fixed-node calculations. A trial that breaks parity can have nodes that break it too, and the fixed-node state need not then be even. The assumption suits a nodeless ground state that is even, or a fixed-node state that is even, as can happen when the trial's nodes respect parity. The mirror theorem also keeps the same $\phi$ for both trials.

Wavefunctions and operators are real, so complex trials need a separate treatment, and so does momentum, which is odd under parity but imaginary on real wavefunctions. The operators are defined on all of `E`. For an unbounded position operator, `E` has to be a space of functions that the operator maps into itself, for example the square-integrable functions that remain so after multiplication by any polynomial.

For a code, the cubic law is a statement about one family of trials. Suppose that the estimates are computed correctly and are free of time-step and population bias. If the extrapolated dipole then grows linearly with a small odd admixture while $\phi$ stays fixed and even, the even part of the trial is not proportional to $\phi$. A zero slope does not show that the even part is proportional to $\phi$, because the two terms in $X'(0)$ can also cancel for an inexact $g$.
